# Parity splits the quantum Rabi Hamiltonian into two single-mode Hamiltonians

Q: Take one term of the light-matter coupling, $aX$. The operator $a$ removes a photon and $X$ flips a two-level system. Photon-number parity $R$ changes sign under this process. What is left to conserve?

A: The product of two parities. Let $Z$ be the operator that is $+1$ on one level and $-1$ on the other. Removing a photon reverses $R$, so $Ra=-aR$; the flip reverses $Z$, so $ZX=-XZ$. Mode and spin operators commute with each other. Hence

$$RZ\,aX = (Ra)(ZX) = (-aR)(-XZ) = aX\,RZ .$$

The two signs cancel, and $P=RZ$ commutes with $aX$.

Q: That is one term. What about the whole Hamiltonian?

A: Write $c$ for the operator that adds a photon, with $ac-ca=1$. In units with $\hbar=1$ and without the zero-point energy,

$$H=\omega\,ca+g(a+c)X+\tfrac{w}{2}Z ,$$

where $\omega$ is the mode frequency, $g$ the coupling and $w$ the level splitting. Set $b=aX$ and $e=cX$. Since $X^2=1$,

$$eb=cX\,aX=ca,\qquad be=aX\,cX=ac,\qquad be-eb=1 .$$

The coupling is $g(b+e)$. From $R^2=1$ we get $Z=R(RZ)=RP$, so

$$H=\omega\,eb+g(b+e)+\tfrac{w}{2}RP .$$

The calculation for $aX$ works for $cX$ too, so $P$ commutes with $b$ and $e$. It commutes with $R$ because $Z$ does, and $P^2=RZRZ=R^2Z^2=1$. Therefore $P$ commutes with $H$.

Q: And the two single-mode problems?

A: For $s=\pm1$ let $\Pi_s=\tfrac12(1+sP)$. Then

$$P\,\Pi_s=\tfrac12(P+s)=\tfrac{s}{2}(1+sP)=s\,\Pi_s ,$$

using $P^2=1$ and $s^2=1$. On the sector selected by $\Pi_s$, the last term of $H$ becomes $s\tfrac w2R$, and

$$H\,\Pi_s=H_s\,\Pi_s,\qquad H_s=\omega\,eb+g(b+e)+\tfrac{sw}{2}R .$$

Since $\Pi_++\Pi_-=1$, adding the two gives $H=H_+\Pi_++H_-\Pi_-$. The spin has disappeared from the form of $H_s$: it contains one bosonic mode and its reflection $R$.

Q: Now show me the formal version. Where do the operators live?

A: In an arbitrary real algebra `A`. The linear operators on a complex vector space also form a real algebra. This includes the usual mode and spin operators, taken on the finite linear combinations of states with a definite photon number, a space that they map into itself.

In Lean 4 with Mathlib:

```lean
import Mathlib

namespace RabiParityReduction

noncomputable section

variable {A : Type*} [Ring A] [Algebra ℝ A]
```

Q: An arbitrary algebra knows nothing about photons. What puts the physics in?

A: The relations, collected as hypotheses.

```lean
/-- The relations of a bosonic mode `a, c` with photon-number parity `R`, together with
two anticommuting spin operators `X, Z` that commute with the mode. -/
structure RabiOperators {B : Type*} [Ring B] (a c R X Z : B) : Prop where
  ccr : a * c - c * a = 1
  R_sq : R * R = 1
  X_sq : X * X = 1
  Z_sq : Z * Z = 1
  Ra : R * a = -(a * R)
  Rc : R * c = -(c * R)
  XZ : X * Z = -(Z * X)
  Xa : X * a = a * X
  Xc : X * c = c * X
  XR : X * R = R * X
  Za : Z * a = a * Z
  Zc : Z * c = c * Z
  ZR : Z * R = R * Z
```

`ccr` says that the mode is bosonic. `Ra` and `Rc` say that removing or adding one photon reverses the photon-number parity. `X_sq`, `Z_sq` and `XZ` are the Pauli relations of the two-level system, and the commuting pairs say that light and matter are separate degrees of freedom. $R$ is postulated through these relations; it is not constructed as $(-1)^{ca}$.

Q: I see no adjoint. Should $c$ not be $a^\dagger$?

A: In the physical model it is, but the splitting never uses that. The price is that the theorems say nothing about Hermiticity, norms, operator domains or spectra. The three definitions transcribe $H$, $H_s$ and $\Pi_s$, with real parameters throughout.

```lean
/-- The quantum Rabi Hamiltonian with mode frequency `ω`, coupling `g` and
two-level splitting `w`. -/
def rabiH (ω g w : ℝ) (a c X Z : A) : A :=
  ω • (c * a) + g • ((a + c) * X) + (w / 2) • Z

/-- The single-mode Hamiltonian of the sector with parity `s`: a linearly driven oscillator
plus a reflection term. -/
def sectorH (ω g w s : ℝ) (b e R : A) : A :=
  ω • (e * b) + g • (b + e) + (s * w / 2) • R

/-- The operator `(1 + s P) / 2` associated with the value `s` of the parity `P`. -/
def sectorProj (s : ℝ) (P : A) : A := (1 / 2 : ℝ) • (1 + s • P)
```

In `sectorH` the arguments `b` and `e` are arbitrary; the theorems about the Rabi model insert `a * X` and `c * X`.

Q: How does the proof handle the spin factors?

A: One lemma removes them: $uX\,vX=uv$ whenever $X$ commutes with $v$ and $X^2=1$. Applied to both orders of $a$ and $c$, it turns the commutator of $b$ and $e$ into that of $a$ and $c$.

```lean
/-- An involution attached to two operators cancels in their product if it commutes
with the second one. -/
lemma dressed_mul {B : Type*} [Ring B] {u v X : B} (hv : X * v = v * X) (hX : X * X = 1) :
    u * X * (v * X) = u * v := by
  calc u * X * (v * X) = u * (X * v) * X := by simp only [mul_assoc]
    _ = u * v * (X * X) := by rw [hv]; simp only [mul_assoc]
    _ = u * v := by rw [hX, mul_one]

/-- The spin-dressed operators `b = aX` and `e = cX` again obey the canonical
commutation relation. -/
theorem dressed_ccr {B : Type*} [Ring B] {a c R X Z : B} (h : RabiOperators a c R X Z) :
    (a * X) * (c * X) - (c * X) * (a * X) = 1 := by
  rw [dressed_mul h.Xc h.X_sq, dressed_mul h.Xa h.X_sq, h.ccr]
```

Q: And the cancelling signs I started with?

A: They are the middle step of the next calculation, with $u$ standing for either $a$ or $c$. The steps before it bring $R$ next to $u$ and $Z$ next to $X$; those after it restore the order.

```lean
/-- If `Ru = -uR`, `XZ = -ZX`, `Zu = uZ` and `XR = RX`, then `RZ` commutes with `uX`. -/
lemma parity_commute_dressed {B : Type*} [Ring B] {u R X Z : B} (hR : R * u = -(u * R))
    (hZ : Z * u = u * Z) (hXR : X * R = R * X) (hXZ : X * Z = -(Z * X)) :
    Commute (R * Z) (u * X) := by
  change R * Z * (u * X) = u * X * (R * Z)
  calc R * Z * (u * X) = R * (Z * u) * X := by simp only [mul_assoc]
    _ = (R * u) * (Z * X) := by rw [hZ]; simp only [mul_assoc]
    -- the two minus signs cancel
    _ = u * R * (X * Z) := by rw [hR, hXZ]; simp only [neg_mul, mul_neg]
    _ = u * (R * X) * Z := by simp only [mul_assoc]
    _ = u * X * (R * Z) := by rw [← hXR]; simp only [mul_assoc]
```

The properties of $P$ follow. For $P^2=1$ the cancellation lemma is used again, this time with $Z$ as the involution that drops out.

```lean
/-- The total parity `P = RZ` squares to one and commutes with `b = aX`, `e = cX` and `R`. -/
theorem parity_symmetry {B : Type*} [Ring B] {a c R X Z : B} (h : RabiOperators a c R X Z) :
    (R * Z) * (R * Z) = 1 ∧ Commute (R * Z) (a * X) ∧ Commute (R * Z) (c * X) ∧
      Commute (R * Z) R := by
  refine ⟨?_, parity_commute_dressed h.Ra h.Za h.XR h.XZ,
    parity_commute_dressed h.Rc h.Zc h.XR h.XZ, ?_⟩
  · rw [dressed_mul h.ZR h.Z_sq, h.R_sq]
  · change R * Z * R = R * (R * Z)
    rw [mul_assoc, h.ZR]
```

Q: Does the rewritten Hamiltonian need anything new?

A: No. It uses $eb=ca$, distributes $X$ over $a+c$, and replaces $Z$ by $R(RZ)$.

```lean
/-- The Rabi Hamiltonian written with the dressed mode `b = aX`, `e = cX`, the reflection `R`
and the total parity `P = RZ`. -/
theorem rabiH_dressed {a c R X Z : A} (h : RabiOperators a c R X Z) (ω g w : ℝ) :
    rabiH ω g w a c X Z =
      ω • ((c * X) * (a * X)) + g • (a * X + c * X) + (w / 2) • (R * (R * Z)) := by
  rw [rabiH, dressed_mul h.Xa h.X_sq, ← mul_assoc R R Z, h.R_sq, one_mul, add_mul]
```

Q: What does "acts as $H_s$ on a sector" mean without a state space?

A: It means equality after multiplication by $\Pi_s$ on the right. If the operators do act on states, this is agreement on every state of the form $\Pi_s\psi$. The hypothesis `s * s = 1` restricts the real number $s$ to $\pm1$. In the proof, `hP` is $P\,\Pi_s=s\,\Pi_s$, and `key` uses it to turn the $RP$ term into $sR$; the other two terms already agree.

```lean
/-- On the sector of parity `s = ±1` the Rabi Hamiltonian acts as the single-mode
Hamiltonian `sectorH`. -/
theorem rabiH_on_sector {a c R X Z : A} (h : RabiOperators a c R X Z) (ω g w : ℝ)
    {s : ℝ} (hs : s * s = 1) :
    rabiH ω g w a c X Z * sectorProj s (R * Z) =
      sectorH ω g w s (a * X) (c * X) R * sectorProj s (R * Z) := by
  -- the parity takes the value s on its sector
  have hP : (R * Z) * sectorProj s (R * Z) = s • sectorProj s (R * Z) := by
    have h2 := (parity_symmetry h).1
    have h3 : R * Z = (s * s) • (R * Z) := by rw [hs, one_smul]
    unfold sectorProj
    rw [mul_smul_comm, mul_add, mul_one, mul_smul_comm, h2]
    linear_combination (norm := module) (1 / 2 : ℝ) • h3
  have key : (w / 2) • (R * (R * Z)) * sectorProj s (R * Z) =
      (s * w / 2) • R * sectorProj s (R * Z) := by
    rw [smul_mul_assoc, smul_mul_assoc, mul_assoc R (R * Z), hP, mul_smul_comm]
    module
  rw [rabiH_dressed h]
  unfold sectorH
  rw [add_mul, key, ← add_mul]
```

The main theorem has two parts. The first builds the commutation of $P$ with $H$ term by term. The second inserts $\Pi_++\Pi_-=1$, called `hsum`, and applies the sector result twice.

```lean
/-- Parity reduction of the quantum Rabi model: the Hamiltonian commutes with the total parity
and is the sum of two single-mode Hamiltonians, each restricted to its parity sector. -/
theorem rabi_parity_reduction {a c R X Z : A} (h : RabiOperators a c R X Z) (ω g w : ℝ) :
    Commute (R * Z) (rabiH ω g w a c X Z) ∧
    rabiH ω g w a c X Z =
      sectorH ω g w 1 (a * X) (c * X) R * sectorProj 1 (R * Z) +
      sectorH ω g w (-1) (a * X) (c * X) R * sectorProj (-1) (R * Z) := by
  constructor
  · obtain ⟨-, hb, he, hR⟩ := parity_symmetry h
    rw [rabiH_dressed h]
    exact (((he.mul_right hb).smul_right ω).add_right
      ((hb.add_right he).smul_right g)).add_right
      ((hR.mul_right (Commute.refl (R * Z))).smul_right (w / 2))
  · -- the two sector projectors resolve the identity
    have hsum : sectorProj 1 (R * Z) + sectorProj (-1) (R * Z) = 1 := by
      unfold sectorProj
      module
    rw [← rabiH_on_sector h ω g w (by norm_num), ← rabiH_on_sector h ω g w (by norm_num),
      ← mul_add, hsum, mul_one]
```

Q: Does this solve the Rabi model, then?

A: No. It gives no eigenvalues, and for nonzero $\omega$, $g$ and $w$ the problem of $H_s$ remains nontrivial: a displacement absorbs the drive $g(b+e)$, as shown below, but $R$ does not commute with the displaced number operator. What it offers in practice, for one mode and one two-level system, is that each parity can be diagonalised separately, in a basis half the size. The counter-rotating terms are kept, so the reduction applies at ultrastrong coupling as well.

Q: Where does strong coupling show up in $H_s$?

A: In a displacement. For $\omega\neq0$, expand

$$\omega\Big(e+\frac g\omega\Big)\Big(b+\frac g\omega\Big)=\omega\,eb+g(b+e)+\frac{g^2}{\omega}.$$

Subtracting the constant and restoring the reflection gives

$$H_s=\omega\Big(e+\frac g\omega\Big)\Big(b+\frac g\omega\Big)-\frac{g^2}{\omega}+\frac{sw}{2}R .$$

The proof writes $g=\omega k$ to clear the fractions and then expands. The identity holds for any `b`, `e` and `R`, with no relations assumed.

```lean
/-- For `ω ≠ 0`, `sectorH` equals `ω (e + g/ω) (b + g/ω)`, minus the constant `g² / ω`, plus the
reflection term `(s w / 2) R`. -/
theorem sectorH_displaced {ω : ℝ} (hω : ω ≠ 0) (g w s : ℝ) (b e R : A) :
    sectorH ω g w s b e R =
      ω • ((e + (g / ω) • (1 : A)) * (b + (g / ω) • (1 : A))) - (g ^ 2 / ω) • (1 : A)
        + (s * w / 2) • R := by
  obtain ⟨k, rfl⟩ : ∃ k, g = ω * k := ⟨g / ω, by field_simp⟩
  have h1 : ω * k / ω = k := by field_simp
  have h2 : (ω * k) ^ 2 / ω = ω * k ^ 2 := by field_simp
  rw [h1, h2]
  simp only [sectorH, add_mul, mul_add, smul_mul_assoc, mul_smul_comm, one_mul, mul_one]
  module
```

Q: One doubt remains. A list of thirteen relations might be contradictory, and then the theorems would describe nothing.

A: A concrete model settles that. On real polynomials let $a$ be the derivative, $c$ multiplication by $x$, and $R$ the reflection $p(x)\mapsto p(-x)$. The monomial $x^n$ plays the part of the $n$-photon state; the normalised state corresponds to $x^n/\sqrt{n!}$, on which the derivative gives the familiar factor $\sqrt n$.

```lean
/-- The reflection `p(x) ↦ p(-x)` on real polynomials. -/
def reflection : Module.End ℝ (Polynomial ℝ) where
  toFun p := p.comp (-Polynomial.X)
  map_add' p q := Polynomial.add_comp
  map_smul' r p := by simp [Polynomial.smul_comp]
```

The two-level system enters through $2\times2$ matrices whose entries are operators on polynomials. Mode operators sit equally on both diagonal entries, while $X$ and $Z$ are the Pauli matrices. The next lemma checks the relations entry by entry for any mode with a reflection.

```lean
/-- A mode with its reflection, placed on both levels of a two-level system with the Pauli
matrices as `X` and `Z`, satisfies the Rabi relations. -/
lemma rabiOperators_of_mode {B : Type*} [Ring B] {d m r : B} (h1 : d * m - m * d = 1)
    (h2 : r * r = 1) (h3 : r * d = -(d * r)) (h4 : r * m = -(m * r)) :
    RabiOperators !![d, 0; 0, d] !![m, 0; 0, m] !![r, 0; 0, r]
      !![0, 1; 1, 0] !![1, 0; 0, -1] := by
  constructor <;>
    (ext i j; fin_cases i <;> fin_cases j <;>
      simp [Matrix.mul_apply, Fin.sum_univ_two, h1, h2, h3, h4])
```

It remains to verify four facts about polynomials: the product rule gives $ac-ca=1$, reflecting twice does nothing, and the reflection anticommutes with both the derivative and multiplication by $x$.

```lean
/-- Derivative, multiplication by the variable and reflection on two-component real polynomials,
with the Pauli matrices, satisfy the Rabi relations. -/
theorem rabiOperators_witness :
    let d : Module.End ℝ (Polynomial ℝ) := Polynomial.derivative
    let m : Module.End ℝ (Polynomial ℝ) := LinearMap.mulLeft ℝ Polynomial.X
    RabiOperators !![d, 0; 0, d] !![m, 0; 0, m] !![reflection, 0; 0, reflection]
      !![0, 1; 1, 0] !![1, 0; 0, -1] := by
  intro d m
  apply rabiOperators_of_mode
  · refine LinearMap.ext fun p => ?_
    simp [d, m, Polynomial.derivative_mul]
  · refine LinearMap.ext fun p => ?_
    simp [reflection, Polynomial.comp_assoc]
  · refine LinearMap.ext fun p => ?_
    simp [d, reflection, Polynomial.derivative_comp]
  · refine LinearMap.ext fun p => ?_
    simp [m, reflection, Polynomial.mul_comp]

end

end RabiParityReduction
```

```lean
#print axioms RabiParityReduction.dressed_ccr
#print axioms RabiParityReduction.rabi_parity_reduction
#print axioms RabiParityReduction.sectorH_displaced
```

```
'RabiParityReduction.dressed_ccr' depends on axioms: [propext]
'RabiParityReduction.rabi_parity_reduction' depends on axioms: [propext, Classical.choice, Quot.sound]
'RabiParityReduction.sectorH_displaced' depends on axioms: [propext, Classical.choice, Quot.sound]
```

Q: Would you have lost anything by starting from a genuine Fock space tensored with $\mathbb C^2$?

A: That is another sound way to model it. There $c$ would be the adjoint of $a$, $R$ would be defined by its sign $(-1)^n$ on the $n$-photon state, and $\Pi_\pm$ would be orthogonal projections, so one could go on to speak of spectra. In exchange, $a$, $c$ and, for $\omega\neq0$, $H$ would be unbounded, and products such as $ca$ would need a domain. The algebraic version avoids domains and covers any representation of the relations.

Q: My computer uses neither. It truncates the photon number.

A: Then $ac-ca=1$ fails at the cutoff, and the theorems that assume `RabiOperators` do not apply as stated. The derivation of the splitting by hand, however, never needs that relation, and the other twelve survive the truncation, so the truncated matrix still separates into two parity blocks.
